# With the best common shift, a weighted least-squares energy fit measures only errors in energy differences

Take two states with weight 1 each, and let a potential miss their reference energies by $d_1$ and $d_2$: the best common shift is the midpoint $(d_1+d_2)/2$, and the squared error that it leaves is $(d_1-d_2)^2/2$, which contains only the error of the energy difference. The Lean file below proves the corresponding statement for any finite nonempty set of states with positive weights.

```lean
import Mathlib

open Finset

namespace EnergyConsistentFit

noncomputable section

variable {ι : Type*} [Fintype ι]

/-- Weighted least-squares objective of an energy-consistent fit: the energies `E` of the
potential are compared with the reference energies `Eref` up to a common shift `c`. -/
def objective (w E Eref : ι → ℝ) (c : ℝ) : ℝ :=
  ∑ i, w i * (E i - Eref i - c) ^ 2

/-- The weighted mean of the energy residuals if the total weight is nonzero; for zero total weight,
Lean's division by zero gives the value 0. -/
def optimalShift (w E Eref : ι → ℝ) : ℝ :=
  (∑ i, w i * (E i - Eref i)) / ∑ i, w i

/-- Error of the potential in the energy difference between the states `i` and `j`. -/
def gapError (E Eref : ι → ℝ) (i j : ι) : ℝ :=
  (E i - E j) - (Eref i - Eref j)

/-- The objective, expanded as a polynomial of degree at most two in the common energy shift. -/
theorem objective_expand (w E Eref : ι → ℝ) (c : ℝ) :
    objective w E Eref c = ∑ i, w i * (E i - Eref i) ^ 2
      - 2 * c * ∑ i, w i * (E i - Eref i) + c ^ 2 * ∑ i, w i := by
  unfold objective
  rw [Finset.mul_sum, Finset.mul_sum, ← Finset.sum_sub_distrib, ← Finset.sum_add_distrib]
  exact Finset.sum_congr rfl fun i _ => by ring

/-- For weights with nonzero total, moving the shift away from the weighted mean residual
changes the objective by the total weight times the squared displacement. -/
theorem objective_eq_add_sq (w E Eref : ι → ℝ) (hW : ∑ i, w i ≠ 0) (c : ℝ) :
    objective w E Eref c = objective w E Eref (optimalShift w E Eref)
      + (∑ i, w i) * (c - optimalShift w E Eref) ^ 2 := by
  have hm : (∑ i, w i) * optimalShift w E Eref = ∑ i, w i * (E i - Eref i) := by
    unfold optimalShift
    field_simp
  rw [objective_expand w E Eref c, objective_expand w E Eref (optimalShift w E Eref)]
  linear_combination 2 * (c - optimalShift w E Eref) * hm

/-- For weights with nonzero total, the objective at the weighted mean residual is a weighted
sum of the squared errors of all pairwise energy differences. -/
theorem objective_optimalShift (w E Eref : ι → ℝ) (hW : ∑ i, w i ≠ 0) :
    objective w E Eref (optimalShift w E Eref)
      = 1 / (2 * ∑ i, w i) * ∑ i, ∑ j, w i * w j * gapError E Eref i j ^ 2 := by
  -- the inner sum is `w i` times the objective at the residual of state `i`
  have h : ∀ i, ∑ j, w i * w j * gapError E Eref i j ^ 2
      = w i * objective w E Eref (optimalShift w E Eref)
        + (∑ k, w k) * (w i * (E i - Eref i - optimalShift w E Eref) ^ 2) := by
    intro i
    have h1 : ∑ j, w i * w j * gapError E Eref i j ^ 2
        = w i * objective w E Eref (E i - Eref i) := by
      unfold objective gapError
      rw [Finset.mul_sum]
      exact Finset.sum_congr rfl fun j _ => by ring
    rw [h1, objective_eq_add_sq w E Eref hW (E i - Eref i)]
    ring
  -- summing over `i` gives twice the total weight times the objective at the weighted mean
  have total : ∑ i, ∑ j, w i * w j * gapError E Eref i j ^ 2
      = 2 * (∑ i, w i) * objective w E Eref (optimalShift w E Eref) := by
    rw [Finset.sum_congr rfl fun i _ => h i, Finset.sum_add_distrib, ← Finset.sum_mul,
      ← Finset.mul_sum]
    change (∑ i, w i) * objective w E Eref (optimalShift w E Eref)
      + (∑ i, w i) * objective w E Eref (optimalShift w E Eref) = _
    ring
  rw [total]
  field_simp

/-- For positive weights and any common shift, the objective bounds the squared error of
each single energy difference. -/
theorem gapError_sq_le (w E Eref : ι → ℝ) (hw : ∀ i, 0 < w i) (c : ℝ) (i j : ι) :
    w i * w j * gapError E Eref i j ^ 2 ≤ (w i + w j) * objective w E Eref c := by
  classical
  have hterm : ∀ k, 0 ≤ w k * (E k - Eref k - c) ^ 2 :=
    fun k => mul_nonneg (hw k).le (sq_nonneg _)
  have hsum : 0 ≤ w i + w j := by linarith [hw i, hw j]
  rcases eq_or_ne i j with hij | hij
  · have h0 : gapError E Eref i j = 0 := by
      rw [← hij]
      unfold gapError
      ring
    have hS : 0 ≤ objective w E Eref c := Finset.sum_nonneg fun k _ => hterm k
    have hp := mul_nonneg hsum hS
    rw [h0]
    linarith
  · -- keep only the two states involved
    have h2 : w i * (E i - Eref i - c) ^ 2 + w j * (E j - Eref j - c) ^ 2
        ≤ objective w E Eref c := by
      have h := Finset.sum_le_sum_of_subset_of_nonneg
        (f := fun k => w k * (E k - Eref k - c) ^ 2)
        (Finset.subset_univ ({i, j} : Finset ι)) (fun k _ _ => hterm k)
      rw [Finset.sum_pair hij] at h
      exact h
    calc w i * w j * gapError E Eref i j ^ 2
        = (w i + w j) * (w i * (E i - Eref i - c) ^ 2 + w j * (E j - Eref j - c) ^ 2)
          - (w i * (E i - Eref i - c) + w j * (E j - Eref j - c)) ^ 2 := by
          unfold gapError
          ring
      _ ≤ (w i + w j) * (w i * (E i - Eref i - c) ^ 2 + w j * (E j - Eref j - c) ^ 2) :=
          sub_le_self _ (sq_nonneg _)
      _ ≤ (w i + w j) * objective w E Eref c := mul_le_mul_of_nonneg_left h2 hsum

/-- For positive weights on a nonempty set of states, the objective at the weighted mean
residual vanishes exactly when every energy difference equals its reference value. -/
theorem objective_optimalShift_eq_zero_iff [Nonempty ι] (w E Eref : ι → ℝ)
    (hw : ∀ i, 0 < w i) :
    objective w E Eref (optimalShift w E Eref) = 0
      ↔ ∀ i j, E i - E j = Eref i - Eref j := by
  constructor
  · intro h0 i j
    have hb := gapError_sq_le w E Eref hw (optimalShift w E Eref) i j
    rw [h0, mul_zero] at hb
    have hg : gapError E Eref i j = 0 := by
      by_contra hne
      have hi := hw i
      have hj := hw j
      have hpos : 0 < w i * w j * gapError E Eref i j ^ 2 := by positivity
      linarith
    unfold gapError at hg
    linarith
  · intro h
    have hW : 0 < ∑ i, w i := Finset.sum_pos (fun i _ => hw i) Finset.univ_nonempty
    have hg : ∀ i j, gapError E Eref i j = 0 := fun i j => sub_eq_zero.mpr (h i j)
    rw [objective_optimalShift w E Eref hW.ne']
    simp [hg]

/-- For positive weights on a nonempty set of states, the weighted mean residual is the unique
minimiser of the objective. The minimum is a weighted sum of squared gap errors, and it is zero
exactly when all energy differences match the reference. -/
theorem energy_consistent_fit [Nonempty ι] (w E Eref : ι → ℝ) (hw : ∀ i, 0 < w i) :
    (∀ c, c ≠ optimalShift w E Eref →
      objective w E Eref (optimalShift w E Eref) < objective w E Eref c) ∧
    objective w E Eref (optimalShift w E Eref)
      = 1 / (2 * ∑ i, w i) * ∑ i, ∑ j, w i * w j * gapError E Eref i j ^ 2 ∧
    (objective w E Eref (optimalShift w E Eref) = 0
      ↔ ∀ i j, E i - E j = Eref i - Eref j) := by
  have hW : 0 < ∑ i, w i := Finset.sum_pos (fun i _ => hw i) Finset.univ_nonempty
  refine ⟨fun c hc => ?_, objective_optimalShift w E Eref hW.ne',
    objective_optimalShift_eq_zero_iff w E Eref hw⟩
  have hne : c - optimalShift w E Eref ≠ 0 := sub_ne_zero.mpr hc
  have hpos : 0 < (∑ i, w i) * (c - optimalShift w E Eref) ^ 2 :=
    mul_pos hW (pow_pos_of_ne hne)
  linarith [objective_eq_add_sq w E Eref hW.ne' c]
where
  /-- The square of a nonzero real number is positive. -/
  pow_pos_of_ne {x : ℝ} (hx : x ≠ 0) : 0 < x ^ 2 := by positivity

/-- For weights with nonzero total, two sets of computed and reference energies with the same
energy differences have the same objective at their respective weighted mean residuals. -/
theorem objective_optimalShift_congr (w E E' Eref Eref' : ι → ℝ) (hW : ∑ i, w i ≠ 0)
    (hE : ∀ i j, E i - E j = E' i - E' j)
    (hR : ∀ i j, Eref i - Eref j = Eref' i - Eref' j) :
    objective w E Eref (optimalShift w E Eref)
      = objective w E' Eref' (optimalShift w E' Eref') := by
  have h : ∀ i j, gapError E Eref i j = gapError E' Eref' i j := by
    intro i j
    unfold gapError
    rw [hE i j, hR i j]
  rw [objective_optimalShift w E Eref hW, objective_optimalShift w E' Eref' hW]
  simp only [h]

end

end EnergyConsistentFit
```

```lean
#print axioms EnergyConsistentFit.energy_consistent_fit
#print axioms EnergyConsistentFit.objective_optimalShift_congr
```

```
'EnergyConsistentFit.energy_consistent_fit' depends on axioms: [propext, Classical.choice, Quot.sound]
'EnergyConsistentFit.objective_optimalShift_congr' depends on axioms: [propext, Classical.choice, Quot.sound]
```

## Energies, weights and a common shift

The states are the elements of a finite type `ι`. They may be neutral and ionised configurations of an atom, or individual terms. For each state $i$, the real number `E i` is the energy $E_i$ obtained with the potential being fitted, here an effective core potential, which stands in for the core electrons of the atom; `Eref i` is the reference energy $E^{\mathrm{ref}}_i$, and `w i` is the weight $w_i$ given to that state in the fit. Write

$$d_i = E_i - E^{\mathrm{ref}}_i, \qquad W = \sum_i w_i$$

for the residuals and the total weight. The three definitions in the file are then

$$S(c) = \sum_i w_i (d_i - c)^2, \qquad \bar c = \frac{1}{W}\sum_i w_i d_i, \qquad g_{ij} = (E_i - E_j) - (E^{\mathrm{ref}}_i - E^{\mathrm{ref}}_j) = d_i - d_j .$$

They are called `objective`, `optimalShift` and `gapError`. The name `optimalShift` promises nothing by itself: the definition is just the weighted mean, and its minimum property is a theorem.

The shift $c$ stands for an offset between the two zeros of energy. Such an offset arises, for instance, when the reference energies include a core contribution that the valence-only calculation omits. Using a single $c$ assumes that this offset is the same for every state. The sign convention is that $c$ is subtracted from the computed energies, so a positive $\bar c$ means that, in the weighted mean, they lie above the reference energies; with different zeros of energy this is not in itself an error of the potential.

## What is proved about the fit

The main theorem, `energy_consistent_fit`, assumes that there is at least one state (`[Nonempty ι]`) and that every weight is positive (`hw`). It has three parts:

1. Every shift $c \neq \bar c$ gives $S(\bar c) < S(c)$, so the weighted mean residual is the unique minimiser.
2. The minimum value is
$$S(\bar c) = \frac{1}{2W}\sum_{i}\sum_j w_i w_j\, g_{ij}^2 .$$
3. This value is zero exactly when $E_i - E_j = E^{\mathrm{ref}}_i - E^{\mathrm{ref}}_j$ for all $i$ and $j$.

The double sum runs over ordered pairs. Each pair of distinct states therefore occurs twice, which the factor $1/2$ compensates, and the diagonal terms vanish. With a single state both sides are zero, since one shift can always match one energy.

Two further theorems carry physical content of their own. `gapError_sq_le` bounds each single gap error by the objective at any shift, optimal or not. `objective_optimalShift_congr` says that two data sets with the same weights, the same computed energy differences and the same reference energy differences have the same objective at their respective weighted mean residuals; for this $W \neq 0$ is enough, while $W > 0$ makes that value the minimum.

For an energy-consistent potential fitted to finitely many states with fixed weights and one common shift, this means that the optimised objective judges excitation and ionisation energies within the fitted set, and not absolute energies. The energies enter as given real numbers: the Hamiltonian, the parameters of the potential and the method that produced the energies do not appear. The minimum is taken over $c$ alone, and nothing follows for states outside the set.

## Three states with numbers

Let the weights be $(1, 2, 1)$ and let the energies, in millihartree relative to the first state's reference energy, be

$$E^{\mathrm{ref}} = (0, 100, 200), \qquad E = (0, 101, 206).$$

The residuals are $d = (0, 1, 6)$ and $W = 4$, so $\bar c = (0 + 2 + 6)/4 = 2$. The objective there is

$$S(2) = 1\cdot(-2)^2 + 2\cdot(-1)^2 + 1\cdot 4^2 = 22 .$$

The squared gap errors are $1$, $36$ and $25$ for the pairs $(1,2)$, $(1,3)$ and $(2,3)$, with weight products $2$, $1$ and $2$. The sum over ordered pairs is $2\,(2 + 36 + 50) = 176$, and $176/(2\cdot 4) = 22$, as it should be.

The bound on a single gap can be read off as well. For states 1 and 3 it gives $g_{13}^2 \le 2\cdot 22 = 44$, hence $|g_{13}| \le 6.64$ millihartree, while the actual error is $6$.

## Completing the square in the shift

Expanding each square gives

$$S(c) = \sum_i w_i d_i^2 - 2c\sum_i w_i d_i + c^2 W .$$

This is `objective_expand`. Its proof collects the right-hand side into one sum and compares the summands with `ring`.

Now suppose $W \neq 0$. By definition of the mean, $\sum_i w_i d_i = W\bar c$. Subtracting the expansion at $\bar c$ from the expansion at $c$ gives

$$S(c) - S(\bar c) = -2(c - \bar c)\,W\bar c + (c^2 - \bar c^2)\,W = W(c - \bar c)(c + \bar c - 2\bar c) = W(c-\bar c)^2 .$$

This is `objective_eq_add_sq`. In Lean, `hm` is the relation $W\bar c = \sum_i w_i d_i$. After both objectives have been expanded, `linear_combination` closes the goal by using `hm` with the factor $2(c - \bar c)$.

If all weights are positive and there is at least one state, then $W > 0$. For $c \neq \bar c$ the term $W(c-\bar c)^2$ is then strictly positive, which proves the first part of the main theorem. The small helper `pow_pos_of_ne` supplies the positivity of the square.

## From the mean to the pairs

The pairwise formula comes from evaluating the objective at special shifts, namely at the residual of each state in turn. Setting $c = d_i$ makes state $i$ exact and turns all other deviations into gap errors:

$$S(d_i) = \sum_j w_j (d_j - d_i)^2 = \sum_j w_j\, g_{ij}^2 .$$

The completed square gives the same quantity as $S(d_i) = S(\bar c) + W(d_i - \bar c)^2$. Multiply by $w_i$ and sum over $i$:

$$\sum_i\sum_j w_i w_j\, g_{ij}^2 = W\,S(\bar c) + W\sum_i w_i (d_i - \bar c)^2 = 2W\,S(\bar c),$$

because the last sum is again $S(\bar c)$. Division by $2W$ gives the formula.

The proof of `objective_optimalShift` takes the same route. The inner statement `h1` identifies the sum over $j$ with $w_i S(d_i)$, and `h` inserts the completed square. The statement `total` carries out the sum over $i$; its `change` step recognises the remaining sum as the objective at $\bar c$. Finally, `field_simp` performs the division.

The invariance theorem `objective_optimalShift_congr` follows at once. Equal energy differences give equal gap errors, and the formula contains nothing else apart from the weights.

## A bound on each single gap

Let all weights be positive. Fix a shift $c$ and two different states $i$ and $j$, and put $x = d_i - c$ and $y = d_j - c$. Then $g_{ij} = x - y$, and multiplying out confirms that

$$w_i w_j (x-y)^2 = (w_i + w_j)(w_i x^2 + w_j y^2) - (w_i x + w_j y)^2 .$$

Dropping the subtracted square can only increase the right-hand side. The sum $w_i x^2 + w_j y^2$ consists of two of the nonnegative terms that make up $S(c)$, so it is at most $S(c)$. Therefore

$$w_i w_j\, g_{ij}^2 \le (w_i + w_j)\,S(c), \qquad\text{or}\qquad g_{ij}^2 \le \left(\frac{1}{w_i} + \frac{1}{w_j}\right) S(c).$$

The first form is `gapError_sq_le`. The second shows how the guarantee weakens for a state with a small weight. In Lean, the case $i = j$ is treated separately, because there the gap error is zero and the two terms would be one term counted twice. For $i \neq j$, `h2` keeps only the two states involved, and the `calc` block contains the identity and the two estimates in the order given here.

## When the optimised objective vanishes

If $S(\bar c) = 0$, the bound at $c = \bar c$ reads $w_i w_j\, g_{ij}^2 \le 0$. Since both weights are positive, $g_{ij} = 0$ for every pair. Conversely, if all gap errors are zero, every term of the pairwise formula is zero, and so is $S(\bar c)$.

These are the two directions of `objective_optimalShift_eq_zero_iff`. The first is argued by contradiction: a nonzero gap error would make the left-hand side of the bound positive, which `positivity` establishes. The second rewrites with the pairwise formula and simplifies. The main theorem then combines this criterion with the formula and the strict minimum.

## A state with zero weight

Nonnegative weights with a positive total are not enough for the zero criterion. Take two states with weights $(1, 0)$ and residuals $(0, 1)$. Then $S(c) = c^2$, the minimum is $0$ at $\bar c = 0$, and yet $g_{12} = -1$. The fit looks perfect because the second state does not take part in it. The unique minimum and the pairwise formula still hold in this example; what is lost is the conclusion that a zero objective means correct energy differences.

At least one state is needed for uniqueness: over an empty set the objective is zero for every $c$, and no shift is singled out.
